# One sign $U\overline U=\pm1$ for all unitaries $U$ that link an irreducible unitary representation to its complex conjugate

On a spin-1/2 level, the rotations by $\pi$ about two perpendicular axes are $i\sigma_x$ and $i\sigma_z$ up to sign; both commute with the antiunitary operator $UK$, where $U=i\sigma_y$ and $K$ is complex conjugation, and $(UK)^2=U\overline U=-1$. Replacing $U$ by $e^{i\phi}U$ leaves this $-1$ unchanged, because the phase meets its own conjugate.

```lean
import Mathlib

open Matrix

namespace RealityOfCorepresentations

variable {n ι : Type*} [Fintype n] [DecidableEq n]

/-- Entrywise complex conjugation of a matrix. -/
def conjM (A : Matrix n n ℂ) : Matrix n n ℂ := A.map (starRingEnd ℂ)

/-- Every matrix that commutes with all `D g` is a scalar multiple of the identity. -/
def OnlyScalarsCommute (D : ι → Matrix n n ℂ) : Prop :=
  ∀ M : Matrix n n ℂ, (∀ g, M * D g = D g * M) → ∃ c : ℂ, M = c • (1 : Matrix n n ℂ)

/-- `U` is unitary and carries the conjugate matrices to the original ones:
`U conj(D g) = D g U` for all `g`. -/
structure IsConjIntertwiner (D : ι → Matrix n n ℂ) (U : Matrix n n ℂ) : Prop where
  unitary : U ∈ unitaryGroup n ℂ
  intertwines : ∀ g, U * conjM (D g) = D g * U

omit [DecidableEq n] in
/-- The conjugate of a product is the product of the conjugates, in the same order. -/
theorem conjM_mul (A B : Matrix n n ℂ) : conjM (A * B) = conjM A * conjM B :=
  Matrix.map_mul

/-- For a unitary matrix, the transpose is the inverse of the complex conjugate. -/
theorem conjM_mul_transpose {U : Matrix n n ℂ} (hU : U ∈ unitaryGroup n ℂ) :
    conjM U * Uᵀ = 1 := by
  have h1 : U * Uᴴ = 1 := mem_unitaryGroup_iff.mp hU
  have h2 : conjM Uᴴ = Uᵀ := by ext i j; simp [conjM]
  have h3 : conjM (1 : Matrix n n ℂ) = 1 := by
    ext i j
    by_cases h : i = j <;> simp [conjM, Matrix.one_apply, h]
  rw [← h2, ← conjM_mul, h1, h3]

/-- If a unitary `U` satisfies `U conj(D g) = D g U` for all `g`, then `U conj(U)` commutes with
every `D g`. -/
theorem square_commutes {D : ι → Matrix n n ℂ} {U : Matrix n n ℂ}
    (hU : IsConjIntertwiner D U) (g : ι) :
    U * conjM U * D g = D g * (U * conjM U) := by
  have hcc : conjM (conjM (D g)) = D g := by ext i j; simp [conjM]
  have h := congrArg conjM (hU.intertwines g)
  rw [conjM_mul, conjM_mul, hcc] at h
  rw [Matrix.mul_assoc, h, ← Matrix.mul_assoc, hU.intertwines g, Matrix.mul_assoc]

/-- If only scalars commute with all `D g`, a unitary `U` with `U conj(D g) = D g U` for all `g` has
`U conj(U) = 1` or `U conj(U) = -1`. -/
theorem square_eq_one_or_neg_one {D : ι → Matrix n n ℂ} (hD : OnlyScalarsCommute D)
    {U : Matrix n n ℂ} (hU : IsConjIntertwiner D U) :
    U * conjM U = 1 ∨ U * conjM U = -1 := by
  obtain ⟨c, hc⟩ := hD _ (square_commutes hU)
  have h1 : U * Uᴴ = 1 := mem_unitaryGroup_iff.mp hU.unitary
  -- unitarity turns the scalar relation into a symmetry of `U` under transposition
  have hT : U = c • Uᵀ := by
    calc U = U * (conjM U * Uᵀ) := by rw [conjM_mul_transpose hU.unitary, mul_one]
      _ = c • Uᵀ := by rw [← Matrix.mul_assoc, hc, smul_mul_assoc, one_mul]
  have hT' : Uᵀ = c • U := by
    have h := congrArg transpose hT
    rwa [transpose_smul, transpose_transpose] at h
  -- combining the two relations gives `(c * c) • U = U`
  have hcc : (c * c) • U = U := by rw [mul_smul, ← hT', ← hT]
  have hone : (c * c) • (1 : Matrix n n ℂ) = 1 := by
    calc (c * c) • (1 : Matrix n n ℂ) = ((c * c) • U) * Uᴴ := by rw [smul_mul_assoc, h1]
      _ = 1 := by rw [hcc, h1]
  rcases isEmpty_or_nonempty n with hn | ⟨⟨i⟩⟩
  · left
    ext i j
    exact isEmptyElim i
  · have h2 : c * c = 1 := by simpa using congrFun (congrFun hone i) i
    rcases mul_self_eq_one_iff.mp h2 with h | h
    · left; rw [hc, h, one_smul]
    · right; rw [hc, h, neg_smul, one_smul]

/-- If only scalars commute with all `D g`, any two unitary solutions `U` and `V` of
`U conj(D g) = D g U` (for all `g`) satisfy `V conj(V) = U conj(U)`. -/
theorem square_unique {D : ι → Matrix n n ℂ} (hD : OnlyScalarsCommute D)
    {U V : Matrix n n ℂ} (hU : IsConjIntertwiner D U) (hV : IsConjIntertwiner D V) :
    V * conjM V = U * conjM U := by
  have h1 : U * Uᴴ = 1 := mem_unitaryGroup_iff.mp hU.unitary
  have h2 : Uᴴ * U = 1 := mul_eq_one_comm.mp h1
  have h3 : V * Vᴴ = 1 := mem_unitaryGroup_iff.mp hV.unitary
  -- `V Uᴴ` commutes with every `D g`
  have hcomm : ∀ g, V * Uᴴ * D g = D g * (V * Uᴴ) := by
    intro g
    have h : Uᴴ * D g = conjM (D g) * Uᴴ := by
      calc Uᴴ * D g = Uᴴ * (D g * U) * Uᴴ := by
            simp only [Matrix.mul_assoc, h1, Matrix.mul_one]
        _ = (Uᴴ * U) * conjM (D g) * Uᴴ := by
            rw [← hU.intertwines g]; simp only [Matrix.mul_assoc]
        _ = conjM (D g) * Uᴴ := by rw [h2, one_mul]
    rw [Matrix.mul_assoc, h, ← Matrix.mul_assoc, hV.intertwines g, Matrix.mul_assoc]
  obtain ⟨c, hc⟩ := hD _ hcomm
  have hVc : V = c • U := by
    calc V = V * Uᴴ * U := by rw [Matrix.mul_assoc, h2, mul_one]
      _ = c • U := by rw [hc, smul_mul_assoc, one_mul]
  -- unitarity of `V` makes the factor `c * star c` drop out
  have hphase : (c * star c) • (1 : Matrix n n ℂ) = 1 := by
    rw [hVc, conjTranspose_smul, smul_mul_smul_comm, h1] at h3
    exact h3
  have hconj : conjM (c • U) = star c • conjM U := by ext i j; simp [conjM]
  calc V * conjM V = (c * star c) • (U * conjM U) := by
        rw [hVc, hconj, smul_mul_smul_comm]
    _ = ((c * star c) • (1 : Matrix n n ℂ)) * (U * conjM U) := by
        rw [smul_mul_assoc, one_mul]
    _ = U * conjM U := by rw [hphase, one_mul]

/-- If only scalars commute with all `D g`, then `U conj(U)` is `1` for every unitary `U` with
`U conj(D g) = D g U`, or it is `-1` for every such `U`. -/
theorem common_sign {D : ι → Matrix n n ℂ} (hD : OnlyScalarsCommute D) :
    (∀ U, IsConjIntertwiner D U → U * conjM U = 1) ∨
      (∀ U, IsConjIntertwiner D U → U * conjM U = -1) := by
  by_cases h : ∃ U, IsConjIntertwiner D U ∧ U * conjM U = 1
  · obtain ⟨U, hU, hs⟩ := h
    exact Or.inl fun V hV => (square_unique hD hU hV).trans hs
  · exact Or.inr fun U hU =>
      (square_eq_one_or_neg_one hD hU).resolve_left fun hs => h ⟨U, hU, hs⟩

/-- A unitary matrix with `U conj(U) = -1` exists only in even dimension. -/
theorem even_dimension {U : Matrix n n ℂ} (hU : U ∈ unitaryGroup n ℂ)
    (hs : U * conjM U = -1) : Even (Fintype.card n) := by
  have h1 : U * Uᴴ = 1 := mem_unitaryGroup_iff.mp hU
  -- `U` is antisymmetric
  have hT : U = -Uᵀ := by
    calc U = U * (conjM U * Uᵀ) := by rw [conjM_mul_transpose hU, mul_one]
      _ = -Uᵀ := by rw [← Matrix.mul_assoc, hs, neg_mul, one_mul]
  have hd : U.det = (-1) ^ Fintype.card n * U.det := by
    calc U.det = (-Uᵀ).det := congrArg det hT
      _ = (-1) ^ Fintype.card n * U.det := by rw [det_neg, det_transpose]
  by_contra hodd
  rw [(Nat.not_even_iff_odd.mp hodd).neg_one_pow] at hd
  have h0 : U.det = 0 := by linear_combination hd / 2
  have h := congrArg det h1
  rw [det_mul, h0, zero_mul, det_one] at h
  exact zero_ne_one h

/-- If only scalars commute with all `D g` and a unitary change of basis `S` makes every `D g` real,
then every unitary `U` with `U conj(D g) = D g U` for all `g` has `U conj(U) = 1`. -/
theorem sign_of_real_form {D : ι → Matrix n n ℂ} (hD : OnlyScalarsCommute D)
    {S U : Matrix n n ℂ} (hS : S ∈ unitaryGroup n ℂ)
    (hreal : ∀ g, conjM (Sᴴ * D g * S) = Sᴴ * D g * S)
    (hU : IsConjIntertwiner D U) : U * conjM U = 1 := by
  have h1 : S * Sᴴ = 1 := mem_unitaryGroup_iff.mp hS
  have h2 := conjM_mul_transpose hS
  have h3 : Sᵀ * conjM S = 1 := mul_eq_one_comm.mp h2
  have h4 : conjM Sᴴ = Sᵀ := by ext i j; simp [conjM]
  have hsq : S * Sᵀ * (conjM S * Sᴴ) = 1 := by
    calc S * Sᵀ * (conjM S * Sᴴ) = S * (Sᵀ * conjM S) * Sᴴ := by
          simp only [Matrix.mul_assoc]
      _ = 1 := by rw [h3, mul_one, h1]
  -- `S Sᵀ` is an intertwiner with sign `+1`
  have hW : IsConjIntertwiner D (S * Sᵀ) := by
    refine ⟨?_, fun g => ?_⟩
    · rw [mem_unitaryGroup_iff, star_eq_conjTranspose, conjTranspose_mul]
      exact hsq
    · have r := hreal g
      rw [conjM_mul, conjM_mul, h4] at r
      calc S * Sᵀ * conjM (D g) = S * Sᵀ * conjM (D g) * (conjM S * Sᵀ) := by
            rw [h2, mul_one]
        _ = S * (Sᵀ * conjM (D g) * conjM S) * Sᵀ := by simp only [Matrix.mul_assoc]
        _ = (S * Sᴴ) * D g * (S * Sᵀ) := by rw [r]; simp only [Matrix.mul_assoc]
        _ = D g * (S * Sᵀ) := by rw [h1, one_mul]
  rw [square_unique hD hW hU, conjM_mul]
  exact hsq

/-- The Pauli matrices `σx` and `σz`, both multiplied by the number `z`. -/
def pauliPair (z : ℂ) : Fin 2 → Matrix (Fin 2) (Fin 2) ℂ :=
  ![!![0, z; z, 0], !![z, 0; 0, -z]]

/-- For `z ≠ 0`, only scalars commute with both `z σx` and `z σz`. -/
theorem pauliPair_onlyScalars {z : ℂ} (hz : z ≠ 0) : OnlyScalarsCommute (pauliPair z) := by
  intro M h
  have a : M 0 0 * z = z * M 1 1 := by
    simpa [pauliPair, Matrix.mul_apply, Fin.sum_univ_two] using congrFun (congrFun (h 0) 0) 1
  have b : M 0 1 * -z = z * M 0 1 := by
    simpa [pauliPair, Matrix.mul_apply, Fin.sum_univ_two] using congrFun (congrFun (h 1) 0) 1
  have c : M 1 0 * z = -z * M 1 0 := by
    simpa [pauliPair, Matrix.mul_apply, Fin.sum_univ_two] using congrFun (congrFun (h 1) 1) 0
  have hz2 : 2 * z ≠ 0 := mul_ne_zero two_ne_zero hz
  have h11 : M 1 1 = M 0 0 := mul_left_cancel₀ hz (by linear_combination -a)
  have h01 : M 0 1 = 0 := mul_left_cancel₀ hz2 (by linear_combination -b)
  have h10 : M 1 0 = 0 := mul_left_cancel₀ hz2 (by linear_combination c)
  refine ⟨M 0 0, ?_⟩
  ext i j
  fin_cases i <;> fin_cases j <;> simp [h11, h01, h10]

/-- Both signs occur: `σx, σz` have the intertwiner `1` with sign `+1`, and `iσx, iσz` have
the intertwiner `iσy` with sign `-1`. -/
theorem common_sign_witness :
    (OnlyScalarsCommute (pauliPair 1) ∧ IsConjIntertwiner (pauliPair 1) 1 ∧
      (1 : Matrix (Fin 2) (Fin 2) ℂ) * conjM 1 = 1) ∧
    (OnlyScalarsCommute (pauliPair Complex.I) ∧
      IsConjIntertwiner (pauliPair Complex.I) !![0, 1; -1, 0] ∧
      !![0, 1; -1, 0] * conjM !![0, 1; -1, 0] = -1) := by
  refine ⟨⟨pauliPair_onlyScalars one_ne_zero, ⟨one_mem _, fun g => ?_⟩, ?_⟩,
    ⟨pauliPair_onlyScalars Complex.I_ne_zero, ⟨?_, fun g => ?_⟩, ?_⟩⟩
  · rw [one_mul, mul_one]
    fin_cases g <;> ext i j <;> fin_cases i <;> fin_cases j <;> simp [conjM, pauliPair]
  · rw [one_mul]
    ext i j
    fin_cases i <;> fin_cases j <;> simp [conjM]
  · rw [mem_unitaryGroup_iff]
    ext i j
    fin_cases i <;> fin_cases j <;>
      simp [Matrix.mul_apply, Fin.sum_univ_two, Matrix.star_apply]
  · fin_cases g <;> ext i j <;> fin_cases i <;> fin_cases j <;>
      simp [conjM, pauliPair, Matrix.mul_apply, Fin.sum_univ_two]
  · ext i j
    fin_cases i <;> fin_cases j <;> simp [conjM, Matrix.mul_apply, Fin.sum_univ_two]

end RealityOfCorepresentations
```

```lean
#print axioms RealityOfCorepresentations.common_sign
#print axioms RealityOfCorepresentations.even_dimension
#print axioms RealityOfCorepresentations.sign_of_real_form
```

```
'RealityOfCorepresentations.common_sign' depends on axioms: [propext, Classical.choice, Quot.sound]
'RealityOfCorepresentations.even_dimension' depends on axioms: [propext, Classical.choice, Quot.sound]
'RealityOfCorepresentations.sign_of_real_form' depends on axioms: [propext, Classical.choice, Quot.sound]
```

## Time reversal and the degeneracy of a band

Let the Hamiltonian of a crystal be invariant under time reversal, as without magnetic order or an applied magnetic field. At a wave vector $k$ equivalent to $-k$, suppose that the spatial symmetries that preserve $k$ up to a reciprocal lattice vector act by irreducible unitary matrices $D_g$ on a space of states of one energy. This space is called a level here; it need not contain all states of that energy. Time reversal $\Theta$ commutes with these symmetries, and $\Theta^2$ is $+1$ for spinless electrons and $-1$ for spin-1/2. If $\Theta$ maps the level to itself, it acts there as $UK$ with $U$ unitary, and commuting with $D_g$ means

$$U\overline{D_g}=D_gU .$$

Then $\Theta^2=U\overline U$. If every solution $U$ has the opposite sign, or if there is no solution, the level cannot be its own time-reversed partner, and it must be degenerate with a second set of states, on which the symmetries act by the conjugate matrices $\overline{D_g}$. For a level of finite degeneracy, the result says that this comparison does not depend on which $U$ was found.

The step from the Lean model to the crystal is that $\Theta$ acts in this way; the hypotheses start from the matrix relation. An antiunitary symmetry that combines time reversal with a spatial operation may permute the $g$, and then obeys a different relation.

## What the theorems say

`common_sign` states that, if only scalars commute with all $D_g$, then either every unitary $U$ satisfying the relation has $U\overline U=1$, or every such $U$ has $U\overline U=-1$. If there is no such $U$, both alternatives hold trivially.

- `D : ι → Matrix n n ℂ` is a family of complex matrices with finite matrix index `n`. The label set `ι` needs no group structure, and the $D_g$ need not be unitary.
- `conjM` conjugates each entry without transposing. In Lean, `Uᴴ` is the physicist's $U^\dagger$, and `star` of a complex number is its conjugate.
- `OnlyScalarsCommute` is the conclusion of Schur's lemma taken as a hypothesis. For unitary $D_g$ in nonzero dimension it is equivalent to irreducibility; for general matrices it is weaker.
- `IsConjIntertwiner` says that $U$ is unitary and satisfies the relation above.

Two further theorems restrict the sign. By `even_dimension`, a unitary matrix with $U\overline U=-1$ has even size. By `sign_of_real_form`, if a unitary change of basis $S$ makes all $D_g$ real, the sign is $+1$, again assuming that only scalars commute with them.

## Why the square is $\pm1$

Conjugating the relation gives $\overline U D_g=\overline{D_g}\,\overline U$. Hence

$$U\overline U D_g=U\overline{D_g}\,\overline U=D_gU\overline U ,$$

which is `square_commutes`. By hypothesis $U\overline U=c\,1$ for some complex number $c$.

Conjugating $UU^\dagger=1$ gives $\overline U U^T=1$, the lemma `conjM_mul_transpose`. Therefore

$$U=U\overline U U^T=cU^T,\qquad U^T=cU,\qquad U=c^2U .$$

Multiplying by $U^\dagger$ gives $c^2\,1=1$, so $c=\pm1$ in nonzero dimension. These are `hT`, `hT'`, `hcc` and `hone` in `square_eq_one_or_neg_one`. The proof treats dimension zero separately, since there every multiple of $1$ equals $1$ and $c$ is not determined.

## Why all choices agree

Let $V$ be a second solution. Multiplying $U\overline{D_g}=D_gU$ by $U^\dagger$ on both sides gives $U^\dagger D_g=\overline{D_g}U^\dagger$, so

$$VU^\dagger D_g=V\overline{D_g}U^\dagger=D_gVU^\dagger .$$

Thus $VU^\dagger=c\,1$ with a new number $c$, and $V=cU$. Unitarity of $V$ gives $|c|^2\,1=1$, and

$$V\overline V=|c|^2U\overline U=U\overline U .$$

This is `square_unique`, where `hphase` is the cancellation of the phase seen for spin-1/2. `common_sign` then asks whether some solution has sign $+1$. If so, all have it; if not, each must have $-1$.

## Even dimension and real matrices

If $U\overline U=-1$, the same use of $\overline U U^T=1$ gives $U=-U^T$. For size $N$, determinants yield $\det U=(-1)^N\det U$. Odd $N$ would force $\det U=0$, which a unitary matrix excludes.

If $S^\dagger D_gS$ is real, it equals its conjugate $S^T\overline{D_g}\,\overline S$. Put $W=SS^T$. Using $\overline S S^T=1$,

$$W\overline{D_g}=S(S^T\overline{D_g}\,\overline S)S^T=SS^\dagger D_gSS^T=D_gW .$$

Also $W\overline W=SS^T\overline S S^\dagger=1$. Since $W$ is symmetric, $\overline W=W^\dagger$, so this one identity, `hsq`, gives both the unitarity of $W$ and its sign. `square_unique` passes the sign to every other solution.

## Finding the sign for a spin doublet

For $D_0=i\sigma_x$ and $D_1=i\sigma_z$, the relation is a set of linear equations for the four entries of $U$. Since $\overline{D_g}=-D_g$ here, $U$ must anticommute with $\sigma_x$ and $\sigma_z$, which leaves

$$U=b\begin{pmatrix}0&1\\-1&0\end{pmatrix}.$$

Unitarity requires $|b|=1$, and $U\overline U=-|b|^2\,1=-1$. With $\Theta^2=-1$ the doublet can be its own partner; with $\Theta^2=+1$ the doublet would need a partner doublet, which makes at least four states of the same energy.

`common_sign_witness` confirms this sign with $b=1$, and the sign $+1$ for $\sigma_x,\sigma_z$ with $U=1$. Its lemma `pauliPair_onlyScalars` shows that commuting with a nonzero multiple of $\sigma_z$ removes the off-diagonal entries of a matrix, while a nonzero multiple of $\sigma_x$ makes the diagonal entries equal.

## A reducible pair of states may have no fixed sign

Unitarity of the $D_g$ alone is not enough. Let every $D_g$ be the $2\times2$ identity, so that every unitary $U$ satisfies the relation. Then $U=1$ gives $+1$ and $U=i\sigma_y$ gives $-1$. A real rotation by $45^\circ$ gives $U\overline U=U^2$, a rotation by $90^\circ$, which is neither.
